# The radial integral of rⁿe^(−br) over r > 0 is n!/bⁿ⁺¹ for b > 0

Integrals of a power of the radius times a decaying exponential arise when one works with exponential orbitals, such as those of Slater type. The declaration evaluates one such integral: for every natural number n and real b > 0, the integral of rⁿe^(−br) over r > 0 equals n!/bⁿ⁺¹. It is a statement about this integral alone, with no wavefunction or normalisation in it, and any volume factor such as r² must already be counted in the power n. The proof takes Mathlib's Gamma-function integral at exponent n + 1, replaces the Gamma value by n! and the real powers by natural ones, and leaves the remaining algebra to `ring`.

An attempt in Lean 4 with a fault in it:

```lean
import Mathlib

open MeasureTheory Set

namespace IntegralPowExp

noncomputable section

/-- The integral of `r ^ n * exp (-b r)` over `r > 0` is `n! / b ^ (n + 1)` for `b > 0`. -/
theorem integral_pow_exp (n : ℕ) {b : ℝ} (hb : 0 < b) :
    ∫ r in Ioi (0 : ℝ), r ^ n * Real.exp (-(b * r)) = (n.factorial : ℝ) / b ^ (n + 1) := by
  have h := Real.integral_rpow_mul_exp_neg_mul_Ioi (a := (n : ℝ) + 1) (r := b)
    (by positivity) hb
  rw [Real.Gamma_nat_eq_factorial, add_sub_cancel_right, ← Nat.cast_succ] at h
  simp only [Real.rpow_natCast] at h
  rw [h, one_div, inv_pow]
  ring

end

end IntegralPowExp
```

The compiler's answer:

```
Try this:
  [apply] ring_nf
  
  The `ring` tactic failed to close the goal. Use `ring_nf` to obtain a normal form.
    
  Note that `ring` works primarily in *commutative* rings. If you have a noncommutative ring, abelian group or module, consider using `noncomm_ring`, `abel` or `module` instead.
Main.lean:11:89: error: unsolved goals
n : ℕ
b : ℝ
hb : 0 < b
h : ∫ (t : ℝ) in Ioi 0, t ^ n * Real.exp (-(b * t)) = (1 / b) ^ n.succ * ↑n.factorial
⊢ b⁻¹ ^ n.succ * ↑n.factorial = b⁻¹ * b⁻¹ ^ n * ↑n.factorial
```

What went wrong. The first message says that `ring` did not close the goal and suggests `ring_nf`. The error shows what was left: the two sides differ only in that one has `b⁻¹ ^ n.succ` where the other has `b⁻¹ * b⁻¹ ^ n`. These are equal, since `n.succ` is `n + 1`.

The `n.succ` comes from the step `← Nat.cast_succ`, which folds `(n : ℝ) + 1` into the cast of `n.succ`. `Real.rpow_natCast` then makes it a natural-number exponent. On the other side the exponent is written `n + 1`, which `ring` splits into a factor `b⁻¹` and a power `b⁻¹ ^ n`. It did not split `n.succ` in the same way, so the two normal forms did not match.

The repair adds `Nat.succ_eq_add_one` to the last `rw`, right after `h`, which turns `n.succ` into `n + 1`. Both exponents then have the same form, and `ring` closes the goal.

After these edits no error is left:

```diff
@@ -14,5 +14,5 @@
   rw [Real.Gamma_nat_eq_factorial, add_sub_cancel_right, ← Nat.cast_succ] at h
   simp only [Real.rpow_natCast] at h
-  rw [h, one_div, inv_pow]
+  rw [h, Nat.succ_eq_add_one, one_div, inv_pow]
   ring
 
```
